# The Gell-Mann–Brueckner integral $\int_0^\infty R(u)^2\,du=\pi(1-\ln 2)/3$

Summing ring diagrams removes the logarithmic divergence of second-order perturbation theory in the uniform electron gas, but it leaves the coefficient of the resulting logarithm as an unevaluated frequency integral of $R(u)^2$, where $R(u)=1-u\arctan(1/u)$. The expanded square cannot be integrated term by term over $(0,\infty)$, since the terms $1$, $-2u\arctan(1/u)$ and $u^2\arctan^2(1/u)$ tend to $1$, $-2$ and $1$ at large $u$ and their integrals diverge separately. Writing $R$ as an angular average avoids this cancellation.

For wave vector $\mathbf q$, Fermi velocity $v_F$ and imaginary frequency $i\omega$, put $u=\omega/(qv_F)$, and let $m$ be the cosine of the angle between $\mathbf q$ and the electron velocity. With $L(m,u)=m^2/(m^2+u^2)$ the claim is
$$R(u)=\int_0^1 L(m,u)\,dm\quad(u>0),\qquad \int_0^\infty R(u)^2\,du=\frac{\pi(1-\ln2)}{3}.$$
Up to the factor minus the density of states at the Fermi level, $R(u)$ is the limit of the non-interacting density response at imaginary frequency $i\omega$ as $q\to0$ with $u$ held fixed.

## Reduction to a double angular integral

The first formula follows from $\partial_m[m-u\arctan(m/u)]=1-u^2/(m^2+u^2)=L(m,u)$. For $|m|\le1$ we have $m^2(1+u^2)\le m^2+u^2$, so $0\le L\le 1/(1+u^2)$. The same bound holds for $R$, and it permits exchanging the order of integration. With a second cosine $n$,
$$\int_0^\infty R^2\,du=\int_0^1 dm\int_0^1 dn\int_0^\infty L(m,u)L(n,u)\,du .$$
For $m,n>0$ and $m\ne n$, partial fractions give
$$\int_0^\infty \frac{m^2n^2}{n^2-m^2}\left[\frac1{m^2+u^2}-\frac1{n^2+u^2}\right]du=\frac{m^2n^2}{n^2-m^2}\,\frac\pi2\left(\frac1m-\frac1n\right)=\frac\pi2\,\frac{mn}{m+n}.$$
For $m=n$ the antiderivative $\frac m2\arctan\frac um+\frac{m^2}{2}\frac{u}{m^2+u^2}$ gives $\pi m/4$, in agreement with the same formula. Since $mn/(m+n)=m-m^2/(m+n)$, the integral over $n$ is $m-m^2[\ln(m+1)-\ln m]$. This function has the antiderivative
$$F(m)=\frac{m^2}{3}+\frac m3-\frac{m^3+1}{3}\ln(m+1)+\frac{m^3}{3}\ln m,$$
with $F(1)=\frac23(1-\ln2)$ and $F(m)\to0$ as $m\to0^+$. Multiplying by $\pi/2$ gives the result.

The same argument with one factor $R$ needs only $\int_0^\infty L(m,u)\,du=\pi m/2$ and leads to $\int_0^\infty R\,du=\pi/4$, a value that none of the Lean theorems below states.

## The weight and the screening function

```lean
import Mathlib

open Real Set Filter Topology MeasureTheory

namespace GellMannBrueckner

noncomputable section
```

Both objects are real functions of dimensionless real arguments: `lorentz m u` is $L(m,u)$ and `screening u` is $R(u)$. The cosine runs over $[0,1]$ only, because $L$ is even in $m$, and frequencies run over `Ioi 0`, the open half-line $u>0$.

```lean
/-- Weight `m²/(m²+u²)` of direction cosine `m` at reduced imaginary frequency `u`. -/
def lorentz (m u : ℝ) : ℝ := m ^ 2 / (m ^ 2 + u ^ 2)

/-- The screening function `R(u) = 1 - u arctan(1/u)`. -/
def screening (u : ℝ) : ℝ := 1 - u * arctan (1 / u)
```

The hypothesis `|m| ≤ 1` says that $m$ is a cosine. After the denominators are cleared, `nlinarith` uses $(1-m^2)u^2\ge0$.

```lean
/-- For `|m| ≤ 1` and `u > 0` the weight lies between `0` and `1/(1+u²)`. -/
theorem lorentz_bounds {m u : ℝ} (hm : |m| ≤ 1) (hu : 0 < u) :
    0 ≤ lorentz m u ∧ lorentz m u ≤ (1 + u ^ 2)⁻¹ := by
  have h1 : m ^ 2 ≤ 1 := by
    obtain ⟨ha, hb⟩ := abs_le.1 hm
    nlinarith
  unfold lorentz
  refine ⟨by positivity, ?_⟩
  rw [inv_eq_one_div, div_le_div_iff₀ (by positivity) (by positivity)]
  nlinarith [mul_nonneg (sub_nonneg.2 h1) (sq_nonneg u)]
```

The first half of the claim checks the antiderivative in `hd` and applies the fundamental theorem of calculus. Lean assigns the value zero to the integral of a non-integrable function, so this theorem and the main one state integrability alongside the value.

```lean
/-- For `u > 0` the weight is integrable in `m` over `[0,1]` and its integral is `R(u)`. -/
theorem screening_eq_integral {u : ℝ} (hu : 0 < u) :
    IntervalIntegrable (fun m => lorentz m u) volume 0 1 ∧
      screening u = ∫ m in (0:ℝ)..1, lorentz m u := by
  have hu' := hu.ne'
  have hc : Continuous fun m => lorentz m u := by
    unfold lorentz
    fun_prop (disch := intro m; positivity)
  have hd : ∀ m, HasDerivAt (fun m => m - u * arctan (m / u)) (lorentz m u) m := by
    intro m
    refine ((hasDerivAt_id' m).fun_sub
      (((hasDerivAt_id' m).div_const u).arctan.const_mul u)).congr_deriv ?_
    simp only [lorentz]
    field_simp
    ring
  refine ⟨hc.intervalIntegrable _ _, ?_⟩
  rw [intervalIntegral.integral_eq_sub_of_hasDerivAt (fun m _ => hd m)
    (hc.intervalIntegrable _ _)]
  simp [screening]
```

Integrating the pointwise bounds over an interval of length one transfers them to $R$.

```lean
/-- For `u > 0`, `0 ≤ R(u) ≤ 1/(1+u²)`. -/
theorem screening_bounds {u : ℝ} (hu : 0 < u) :
    0 ≤ screening u ∧ screening u ≤ (1 + u ^ 2)⁻¹ := by
  obtain ⟨hi, he⟩ := screening_eq_integral hu
  have hb := fun m (hm : m ∈ Icc (0:ℝ) 1) =>
    lorentz_bounds (m := m) (abs_le.2 ⟨by linarith [hm.1], hm.2⟩) hu
  rw [he]
  refine ⟨intervalIntegral.integral_nonneg zero_le_one fun m hm => (hb m hm).1, ?_⟩
  have := intervalIntegral.integral_mono_on zero_le_one hi
    (g := fun _ => (1 + u ^ 2)⁻¹) (continuous_const.intervalIntegrable _ _)
    fun m hm => (hb m hm).2
  simpa using this
```

## Frequency integrals and the exchange of order

The pair integral holds for all $m,n>0$, with no upper limit. The split `by_cases h : n = m` separates the two antiderivatives, `hT` supplies $\arctan(u/a)\to\pi/2$ for $a>0$, and `hz` squeezes $u/(m^2+u^2)$ between $0$ and $1/u$. The lemma `integral_Ioi_of_hasDerivAt_of_nonneg'` then evaluates the improper integral of a non-negative derivative from the limit of its antiderivative.

```lean
/-- For `m, n > 0` the frequency integral of the product of two weights is
`(π/2) mn/(m+n)`. -/
theorem lorentz_pair_integral {m n : ℝ} (hm : 0 < m) (hn : 0 < n) :
    ∫ u in Ioi (0:ℝ), lorentz m u * lorentz n u = π / 2 * (m * n / (m + n)) := by
  have hT : ∀ a : ℝ, 0 < a → Tendsto (fun u => arctan (u / a)) atTop (𝓝 (π / 2)) :=
    fun a ha => (tendsto_nhds_of_tendsto_nhdsWithin tendsto_arctan_atTop).comp
      (tendsto_id.atTop_div_const ha)
  have hD : ∀ a u : ℝ, HasDerivAt (fun u => arctan (u / a))
      (1 / (1 + (u / a) ^ 2) * (1 / a)) u :=
    fun a u => ((hasDerivAt_id' u).div_const a).arctan
  have hpos : ∀ a b : ℝ, ∀ u ∈ Ioi (0:ℝ), 0 ≤ lorentz a u * lorentz b u := by
    intro a b u _
    unfold lorentz
    positivity
  have hm' := hm.ne'
  have hn' := hn.ne'
  by_cases h : n = m
  · -- double pole
    rw [h]
    have hd : ∀ u ∈ Ici (0:ℝ), HasDerivAt
        (fun u => m / 2 * arctan (u / m) + m ^ 2 / 2 * (u / (m ^ 2 + u ^ 2)))
        (lorentz m u * lorentz m u) u := by
      intro u _
      have h0 : HasDerivAt (fun u : ℝ => m ^ 2 + u ^ 2) (2 * u) u :=
        ((hasDerivAt_pow 2 u).const_add _).congr_deriv (by norm_num)
      have hne : m ^ 2 + u ^ 2 ≠ 0 := by positivity
      refine (((hD m u).const_mul _).fun_add
        (((hasDerivAt_id' u).fun_div h0 hne).const_mul _)).congr_deriv ?_
      simp only [lorentz]
      field_simp
      ring
    have hz : Tendsto (fun u : ℝ => u / (m ^ 2 + u ^ 2)) atTop (𝓝 0) := by
      refine tendsto_of_tendsto_of_tendsto_of_le_of_le' tendsto_const_nhds
        tendsto_inv_atTop_zero ?_ ?_
      · filter_upwards [eventually_gt_atTop 0] with u hu
        positivity
      · filter_upwards [eventually_gt_atTop 0] with u hu
        rw [inv_eq_one_div, div_le_div_iff₀ (by positivity) hu]
        nlinarith [sq_nonneg m]
    refine (integral_Ioi_of_hasDerivAt_of_nonneg' hd (hpos m m)
      (((hT m hm).const_mul _).add (hz.const_mul _))).trans ?_
    have : m + m ≠ 0 := by positivity
    simp only [zero_div, arctan_zero]
    field_simp
    ring
  · -- partial fractions
    have hne : n ^ 2 - m ^ 2 ≠ 0 := by
      intro h0
      apply h
      have : (n - m) * (n + m) = 0 := by linear_combination h0
      rcases mul_eq_zero.1 this with h1 | h1 <;> linarith
    have hd : ∀ u ∈ Ici (0:ℝ), HasDerivAt
        (fun u => m * n / (n ^ 2 - m ^ 2) * (n * arctan (u / m) - m * arctan (u / n)))
        (lorentz m u * lorentz n u) u := by
      intro u _
      refine ((((hD m u).const_mul n).fun_sub ((hD n u).const_mul m)).const_mul _).congr_deriv ?_
      simp only [lorentz]
      field_simp
      ring
    refine (integral_Ioi_of_hasDerivAt_of_nonneg' hd (hpos m n)
      ((((hT m hm).const_mul n).sub ((hT n hn).const_mul m)).const_mul _)).trans ?_
    have : m + n ≠ 0 := by positivity
    simp only [zero_div, arctan_zero]
    field_simp
    ring
```

The exchange is proved once for a measurable function $g$ with $|g|\le1$ on $u>0$. In `hint` the product $L(m,u)g(u)$ is dominated by $1/(1+u^2)$ on $(0,\infty)\times(0,1]$, and `integral_integral_swap` is Fubini's theorem.

```lean
/-- For measurable `g` with `|g| ≤ 1` on `u > 0`, the frequency integral of `R g` is the
integral over `m ∈ [0,1]` of the frequency integrals of the weight times `g`. -/
theorem screening_swap {g : ℝ → ℝ} (hg : Measurable g) (hb : ∀ u, 0 < u → |g u| ≤ 1) :
    ∫ u in Ioi (0:ℝ), screening u * g u
      = ∫ m in (0:ℝ)..1, ∫ u in Ioi (0:ℝ), lorentz m u * g u := by
  have h1 : Integrable (fun u : ℝ => (1 + u ^ 2)⁻¹) (volume.restrict (Ioi 0)) :=
    integrable_inv_one_add_sq.integrableOn
  have h2 : Integrable (fun _ : ℝ => (1:ℝ)) (volume.restrict (Ioc (0:ℝ) 1)) :=
    integrable_const _
  -- the integrand is dominated by `1/(1+u²)`
  have hint : Integrable (Function.uncurry fun u m => lorentz m u * g u)
      ((volume.restrict (Ioi (0:ℝ))).prod (volume.restrict (Ioc (0:ℝ) 1))) := by
    refine (h1.mul_prod h2).mono' ?_ ?_
    · apply Measurable.aestronglyMeasurable
      change Measurable fun p : ℝ × ℝ => p.2 ^ 2 / (p.2 ^ 2 + p.1 ^ 2) * g p.1
      fun_prop
    · rw [Measure.prod_restrict]
      refine ae_restrict_of_forall_mem (measurableSet_Ioi.prod measurableSet_Ioc) ?_
      rintro ⟨u, m⟩ ⟨hu, hm⟩
      have hu0 : 0 < u := hu
      have hm0 : 0 < m := hm.1
      have hk := lorentz_bounds (m := m) (abs_le.2 ⟨by linarith, hm.2⟩) hu0
      show ‖lorentz m u * g u‖ ≤ (1 + u ^ 2)⁻¹ * 1
      rw [Real.norm_eq_abs, abs_mul, abs_of_nonneg hk.1]
      exact mul_le_mul hk.2 (hb u hu0) (abs_nonneg _) (by positivity)
  calc _ = ∫ u in Ioi (0:ℝ), ∫ m in Ioc (0:ℝ) 1, lorentz m u * g u := by
        refine setIntegral_congr_fun measurableSet_Ioi fun u hu => ?_
        show screening u * g u = ∫ m in Ioc (0:ℝ) 1, lorentz m u * g u
        rw [MeasureTheory.integral_mul_const, (screening_eq_integral (mem_Ioi.1 hu)).2,
          intervalIntegral.integral_of_le zero_le_one]
    _ = ∫ m in Ioc (0:ℝ) 1, ∫ u in Ioi (0:ℝ), lorentz m u * g u := integral_integral_swap hint
    _ = _ := (intervalIntegral.integral_of_le zero_le_one).symm
```

The triple integral is thereby handled in two applications. The first takes $g=L(m,\cdot)$, inserts the pair integral, and integrates over $n$ with the antiderivative $mn-m^2\ln(m+n)$.

```lean
/-- For `m > 0` the frequency integral of the weight times `R` is
`(π/2)(m - m²(ln(m+1) - ln m))`. -/
theorem lorentz_screening_integral {m : ℝ} (hm : 0 < m) :
    ∫ u in Ioi (0:ℝ), lorentz m u * screening u
      = π / 2 * (m - m ^ 2 * (log (m + 1) - log m)) := by
  have hne : ∀ n ∈ uIcc (0:ℝ) 1, m + n ≠ 0 := fun n hn => by
    rw [uIcc_of_le zero_le_one] at hn
    exact (by linarith [hn.1] : 0 < m + n).ne'
  have hd : ∀ n ∈ uIcc (0:ℝ) 1, HasDerivAt (fun n => m * n - m ^ 2 * log (m + n))
      (m * n / (m + n)) n := by
    intro n hn
    have := hne n hn
    refine (((hasDerivAt_id' n).const_mul m).fun_sub
      ((((hasDerivAt_id' n).const_add m).log this).const_mul _)).congr_deriv ?_
    field_simp
    ring
  have hc : ContinuousOn (fun n => m * n / (m + n)) (uIcc (0:ℝ) 1) :=
    ContinuousOn.div (by fun_prop) (by fun_prop) hne
  have hmeas : Measurable (lorentz m) := by
    show Measurable fun u : ℝ => m ^ 2 / (m ^ 2 + u ^ 2)
    fun_prop
  have hb : ∀ u, 0 < u → |lorentz m u| ≤ 1 := fun u _ => by
    unfold lorentz
    rw [abs_of_nonneg (by positivity)]
    exact div_le_one_of_le₀ (by nlinarith [sq_nonneg u]) (by positivity)
  calc _ = ∫ u in Ioi (0:ℝ), screening u * lorentz m u :=
        integral_congr_ae (Eventually.of_forall fun u => mul_comm _ _)
    _ = ∫ n in (0:ℝ)..1, π / 2 * (m * n / (m + n)) := by
        rw [screening_swap hmeas hb, intervalIntegral.integral_of_le zero_le_one,
          intervalIntegral.integral_of_le zero_le_one]
        refine setIntegral_congr_fun measurableSet_Ioc fun n hn => ?_
        refine (lorentz_pair_integral hn.1 hm).trans ?_
        show _ = π / 2 * (m * n / (m + n))
        rw [mul_comm n m, add_comm n m]
    _ = _ := by
        rw [intervalIntegral.integral_const_mul,
          intervalIntegral.integral_eq_sub_of_hasDerivAt hd hc.intervalIntegrable]
        simp only [add_zero]
        ring
```

For the remaining integral, $F$ is differentiated only on the open interval $(0,1)$ and has to be continuous on the closed one. Writing $m^3\ln m/3$ as `m ^ 2 / 3 * (m * log m)` reduces continuity at $0$ to `continuous_mul_log`.

```lean
/-- The integral of `m - m²(ln(m+1) - ln m)` over `[0,1]` is `(2/3)(1 - ln 2)`. -/
theorem angular_integral :
    ∫ m in (0:ℝ)..1, (m - m ^ 2 * (log (m + 1) - log m)) = 2 / 3 * (1 - log 2) := by
  have hl : ContinuousOn (fun m : ℝ => log (m + 1)) (Icc 0 1) :=
    ContinuousOn.log (by fun_prop) fun m hm => (by linarith [hm.1] : (0:ℝ) < m + 1).ne'
  -- `m ln m` is continuous at `0`
  have hx : ContinuousOn (fun m : ℝ => m * log m) (Icc 0 1) := continuous_mul_log.continuousOn
  have hF : ContinuousOn (fun m : ℝ => m ^ 2 / 3 + m / 3 - (m ^ 3 + 1) / 3 * log (m + 1)
      + m ^ 2 / 3 * (m * log m)) (Icc 0 1) :=
    (ContinuousOn.sub (by fun_prop) (ContinuousOn.mul (by fun_prop) hl)).add
      (ContinuousOn.mul (by fun_prop) hx)
  have hc : ContinuousOn (fun m : ℝ => m - m ^ 2 * log (m + 1) + m * (m * log m)) (Icc 0 1) :=
    (continuousOn_id.sub (ContinuousOn.mul (by fun_prop) hl)).add (continuousOn_id.mul hx)
  have hc' : ContinuousOn (fun m : ℝ => m - m ^ 2 * (log (m + 1) - log m)) (Icc 0 1) :=
    hc.congr fun m _ => by
      try beta_reduce
      ring
  refine (intervalIntegral.integral_eq_sub_of_hasDerivAt_of_le zero_le_one hF (fun m hm => ?_)
    (hc'.intervalIntegrable_of_Icc zero_le_one)).trans ?_
  · have h0 : m ≠ 0 := hm.1.ne'
    have h1 : m + 1 ≠ 0 := (by linarith [hm.1] : 0 < m + 1).ne'
    have hi := hasDerivAt_id' m
    have h2 : HasDerivAt (fun m : ℝ => m ^ 2) (2 * m) m :=
      (hasDerivAt_pow 2 m).congr_deriv (by norm_num)
    have h3 : HasDerivAt (fun m : ℝ => m ^ 3) (3 * m ^ 2) m :=
      (hasDerivAt_pow 3 m).congr_deriv (by norm_num)
    refine ((((h2.div_const 3).fun_add (hi.div_const 3)).fun_sub
      (((h3.add_const 1).div_const 3).fun_mul ((hi.add_const 1).log h1))).fun_add
      ((h2.div_const 3).fun_mul (hi.fun_mul (hasDerivAt_log h0)))).congr_deriv ?_
    field_simp
    ring
  · simp only [one_add_one_eq_two, zero_add, log_one]
    ring
```

## The value of the integral and the coefficient of $\ln r_s$

The main theorem says that $R^2$ is integrable on $(0,\infty)$ with integral $\pi(1-\ln2)/3\approx0.321$. Integrability follows from $R^2\le R\le 1/(1+u^2)$, and the value from the second application of `screening_swap`, with $g=R$.

```lean
/-- `R²` is integrable on `u > 0` with integral `π(1 - ln 2)/3`. -/
theorem screening_sq_integral :
    IntegrableOn (fun u => screening u ^ 2) (Ioi 0) ∧
      ∫ u in Ioi (0:ℝ), screening u ^ 2 = π * (1 - log 2) / 3 := by
  have hmeas : Measurable screening :=
    measurable_const.sub (measurable_id.mul
      (continuous_arctan.measurable.comp (measurable_const.div measurable_id)))
  have h1 : ∀ u, 0 < u → screening u ≤ 1 := fun u hu =>
    (screening_bounds hu).2.trans (inv_le_one_of_one_le₀ (by nlinarith [sq_nonneg u]))
  have hb : ∀ u, 0 < u → |screening u| ≤ 1 := fun u hu => by
    rw [abs_of_nonneg (screening_bounds hu).1]
    exact h1 u hu
  constructor
  · refine Integrable.mono' (integrable_inv_one_add_sq.integrableOn (s := Ioi 0))
      (hmeas.pow_const 2).aestronglyMeasurable
      (ae_restrict_of_forall_mem measurableSet_Ioi fun u hu => ?_)
    obtain ⟨ha, hc⟩ := screening_bounds (mem_Ioi.1 hu)
    show ‖screening u ^ 2‖ ≤ (1 + u ^ 2)⁻¹
    rw [Real.norm_eq_abs, abs_of_nonneg (sq_nonneg _)]
    nlinarith [mul_nonneg ha (sub_nonneg.2 (h1 u hu))]
  · calc _ = ∫ u in Ioi (0:ℝ), screening u * screening u := by simp only [sq]
      _ = ∫ m in (0:ℝ)..1, π / 2 * (m - m ^ 2 * (log (m + 1) - log m)) := by
        rw [screening_swap hmeas hb, intervalIntegral.integral_of_le zero_le_one,
          intervalIntegral.integral_of_le zero_le_one]
        exact setIntegral_congr_fun measurableSet_Ioc fun m hm =>
          lorentz_screening_integral hm.1
      _ = _ := by
        rw [intervalIntegral.integral_const_mul, angular_integral]
        ring
```

The final theorem multiplies by $3/\pi^3$ and places $(1-\ln2)/\pi^2$ strictly between $0.0310$ and $0.0311$, using $9.869<\pi^2<9.87$ and decimal bounds on $\ln 2$. The factor $3/\pi^3$ is put in as a number, and it stands for the following physics. Let $r_s$ be the radius, in bohr, of the sphere that holds one electron on average, and $k_F$ the Fermi wave number. For the spin-unpolarised gas, in hartree atomic units, the small-$q$ part of the direct second-order energy per electron is $-(6/\pi^3)\int dq/q\int_0^\infty R^2\,du$, and screening cuts the $q$ integral off from below near $k_F\sqrt{r_s}$, while the small-$q$ form ceases to apply near $q\sim k_F$, so that, up to a constant independent of $r_s$, $\int dq/q\simeq-\frac12\ln r_s$.

The theorems evaluate integrals of the given function $R$. The Hamiltonian, the response function, the ring sum, its cutoff and the constant term of the Gell-Mann–Brueckner energy expansion appear in none of them. For the uniform, spin-unpolarised gas in the limit $r_s\to0$, $(1-\ln2)/\pi^2$ hartree is the coefficient of $\ln r_s$ in the correlation energy per electron, a limit that common local-density parametrisations are built to reproduce.

```lean
/-- `3/π³` times the integral of `R²` over `u > 0` equals `(1 - ln 2)/π²`, a number between
`0.0310` and `0.0311`. -/
theorem coefficient_value :
    3 / π ^ 3 * ∫ u in Ioi (0:ℝ), screening u ^ 2 = (1 - log 2) / π ^ 2 ∧
      0.0310 < (1 - log 2) / π ^ 2 ∧ (1 - log 2) / π ^ 2 < 0.0311 := by
  have hp := pi_pos
  have h1 : π ^ 2 < 9.87 := by nlinarith [pi_lt_d4]
  have h2 : 9.869 < π ^ 2 := by nlinarith [pi_gt_d4]
  refine ⟨?_, ?_, ?_⟩
  · rw [screening_sq_integral.2]
    field_simp
  · rw [lt_div_iff₀ (by positivity)]
    linarith [log_two_lt_d9]
  · rw [div_lt_iff₀ (by positivity)]
    linarith [log_two_gt_d9]

end

end GellMannBrueckner
```

```lean
#print axioms GellMannBrueckner.screening_sq_integral
#print axioms GellMannBrueckner.coefficient_value
```

```
'GellMannBrueckner.screening_sq_integral' depends on axioms: [propext, Classical.choice, Quot.sound]
'GellMannBrueckner.coefficient_value' depends on axioms: [propext, Classical.choice, Quot.sound]
```
